# Fermi-point chiralities of a continuous periodic 1D band sum to zero over one period if every Fermi point is simple

A one-dimensional band-structure code can locate Fermi points by scanning a $k$-grid for sign changes of the band energy, refining each root, and recording its group velocity. If the band is continuous and periodic and crosses the Fermi level with nonzero slope each time, the exact list over one half-open period holds as many right-movers as left-movers, so a computed list over that window that does not is faulty.

## The sum rule

Let $f(k)$ be the band energy at wavevector $k$, measured from the Fermi level, continuous and with period $T>0$. Assume that at every zero $k$ the band is differentiable with velocity $v(k)=f'(k)\neq 0$ (units with $\hbar=1$), meaning linear dispersion at each Fermi point. Let $\operatorname{sgn}$ take the values $1,0,-1$, with $\operatorname{sgn}0=0$, and call $\operatorname{sgn}v(k)$ the chirality. For any real $a$, the zeros in $[a,a+T)$ form a finite set $Z$, and
$$\sum_{k\in Z}\operatorname{sgn}v(k)=0 .$$

## Root finders and discretised derivatives

A nonzero computed sum shows either that the band violates the assumptions or that the list is wrong, for example through a missed, spurious or repeated root (such as one counted at both zone edges) or a velocity of the wrong sign. The check is weak for a plain scan: on a grid closed over one period with no grid value equal to zero, upward and downward sign changes balance however many roots are missed. The rule also constrains non-interacting single-band lattice models in one dimension: a lone right-mover is impossible for a continuous band with simple zeros. The central difference for $-i\,\partial_x$ on a unit-spacing chain has dispersion $\sin k$, whose crossing at $0$ comes with a doubler of opposite chirality at $\pi$.

## Counting the sign changes of the band

1. A quantity tending to a limit $c\neq0$ eventually has the sign of $c$.
2. At a zero $x$, write $f(y)=s(y)\,(y-x)$ for $y\neq x$, with difference quotient $s(y)=\frac{f(y)-f(x)}{y-x}\to v(x)$. Step 1 gives $\operatorname{sgn}f(y)=\operatorname{sgn}v(x)\,\operatorname{sgn}(y-x)$ near $x$; at $y=x$ both sides vanish.
3. Hence no other zero lies near a zero, and by continuity none lies near a point where $f\neq0$. Finitely many such neighbourhoods cover a compact interval $[a,b]$, so it contains finitely many zeros; call their set $W$.
4. Define the integer $g(y)=\operatorname{sgn}f(y)-\sum_{k\in W}\operatorname{sgn}v(k)\operatorname{sgn}(y-k)$. Near $x\in[a,b]$ the terms with $k\neq x$ are constant. If $f(x)\neq0$, so is $\operatorname{sgn}f$. If $f(x)=0$, the term $k=x$ cancels $\operatorname{sgn}f(y)$ by step 2. So $g$ is locally constant on a connected interval, $g(a)=g(b)$, and
$$\operatorname{sgn}f(b)-\operatorname{sgn}f(a)=\sum_{k\in W}\operatorname{sgn}v(k)\,\bigl[\operatorname{sgn}(b-k)-\operatorname{sgn}(a-k)\bigr].$$
5. Put $b=a+T$. The left side vanishes. The bracket equals $1-(-1)=2$ for interior zeros, $1-0=1$ at $k=a$, and $0-(-1)=1$ at $k=a+T$. Both ends are zeros or neither is. If both are, differentiating $f(y+T)=f(y)$ at $a$ gives $v(a+T)=v(a)$, and the two ends together act as one zero at $a$ with weight 2. In either case $0=2\sum_{k\in Z}\operatorname{sgn}v(k)$.

## The Lean file

```lean
import Mathlib

open Set Filter Topology
open scoped Real

namespace FermionDoubling

noncomputable section

/-- The sign of a real number as an integer; applied to a group velocity it is the chirality. -/
def sgn (t : ℝ) : ℤ := (SignType.sign t : ℤ)

/-- At every zero `k` of the band `f`, the band is differentiable with nonzero velocity `v k`. -/
def SimpleZeros (f v : ℝ → ℝ) : Prop :=
  ∀ k, f k = 0 → HasDerivAt f (v k) k ∧ v k ≠ 0

/-- A quantity tending to a nonzero limit eventually has the sign of that limit. -/
theorem sgn_eventually_eq {h : ℝ → ℝ} {l : Filter ℝ} {c : ℝ}
    (ht : Tendsto h l (𝓝 c)) (hc : c ≠ 0) : ∀ᶠ y in l, sgn (h y) = sgn c := by
  rcases lt_or_gt_of_ne hc with h0 | h0
  · filter_upwards [ht.eventually (gt_mem_nhds h0)] with y hy
    unfold sgn
    rw [sign_neg hy, sign_neg h0]
  · filter_upwards [ht.eventually (lt_mem_nhds h0)] with y hy
    unfold sgn
    rw [sign_pos hy, sign_pos h0]

/-- Near a zero `x` with velocity `c ≠ 0`, the sign of the band at `y` is the sign of `c`
times the sign of `y - x`. -/
theorem sgn_near_crossing {f : ℝ → ℝ} {x c : ℝ} (hx : f x = 0) (hd : HasDerivAt f c x)
    (hc : c ≠ 0) : ∀ᶠ y in 𝓝 x, sgn (f y) = sgn c * sgn (y - x) := by
  have h := sgn_eventually_eq (hasDerivAt_iff_tendsto_slope.mp hd) hc
  filter_upwards [eventually_nhdsWithin_iff.mp h] with y hy
  by_cases hyx : y = x
  · simp [sgn, hyx, hx]
  · have hne : y - x ≠ 0 := sub_ne_zero.2 hyx
    have e : f y = slope f x y * (y - x) := by
      rw [slope_def_field, hx, sub_zero]
      exact (div_mul_cancel₀ _ hne).symm
    calc sgn (f y) = sgn (slope f x y * (y - x)) := congrArg sgn e
      _ = sgn (slope f x y) * sgn (y - x) := by
        unfold sgn
        rw [sign_mul, SignType.coe_mul]
      _ = sgn c * sgn (y - x) := by rw [hy hyx]

/-- A continuous band with simple zeros has finitely many zeros in any interval `[a, b]`. -/
theorem finite_crossings {f v : ℝ → ℝ} (hf : Continuous f) (hz : SimpleZeros f v) (a b : ℝ) :
    (Icc a b ∩ {k | f k = 0}).Finite := by
  have hs : ∀ t : ℝ, t ≠ 0 → sgn t ≠ 0 := by
    intro t ht
    rcases lt_or_gt_of_ne ht with h | h
    · simp [sgn, sign_neg h]
    · simp [sgn, sign_pos h]
  -- every point has a neighbourhood with no zero other than itself
  have hiso : ∀ x, ∀ᶠ y in 𝓝 x, f y = 0 → y = x := by
    intro x
    by_cases hx : f x = 0
    · filter_upwards [sgn_near_crossing hx (hz x hx).1 (hz x hx).2] with y hy h0
      by_contra hne
      apply mul_ne_zero (hs _ (hz x hx).2) (hs _ (sub_ne_zero.2 hne))
      rw [← hy, h0]
      simp [sgn]
    · filter_upwards [hf.continuousAt.eventually_ne hx] with y hy h0
      exact absurd h0 hy
  refine IsCompact.induction_on (p := fun s => (s ∩ {k | f k = 0}).Finite)
    isCompact_Icc ?_ ?_ ?_ ?_
  · simp
  · intro s t hst ht
    exact Set.Finite.subset ht (inter_subset_inter_left _ hst)
  · intro s t hs ht
    refine Set.Finite.subset (Set.Finite.union hs ht) ?_
    rintro y ⟨h | h, h0⟩
    exacts [Or.inl ⟨h, h0⟩, Or.inr ⟨h, h0⟩]
  · intro x _
    refine ⟨{y | f y = 0 → y = x}, mem_nhdsWithin_of_mem_nhds (hiso x), ?_⟩
    exact Set.Finite.subset (finite_singleton x) (fun y hy => hy.1 hy.2)

/-- Index formula for a continuous band with simple zeros and `a ≤ b`: with `Z` the zeros in `[a,
b]`, the change of sign of the band from `a` to `b` is the sum over `Z` of the chirality times `sgn
(b - k) - sgn (a - k)`. -/
theorem index_formula {f v : ℝ → ℝ} (hf : Continuous f) (hz : SimpleZeros f v) {a b : ℝ}
    (hab : a ≤ b) (Z : Finset ℝ) (hZ : ∀ k, k ∈ Z ↔ k ∈ Icc a b ∧ f k = 0) :
    sgn (f b) - sgn (f a) = ∑ k ∈ Z, sgn (v k) * (sgn (b - k) - sgn (a - k)) := by
  obtain ⟨g, hg⟩ : ∃ g : ℝ → ℤ, ∀ y, g y = sgn (f y) - ∑ k ∈ Z, sgn (v k) * sgn (y - k) :=
    ⟨_, fun _ => rfl⟩
  -- the jumps of `sgn f` are cancelled by the steps, so `g` is locally constant
  have hloc : ∀ x ∈ Icc a b, ∀ᶠ y in 𝓝 x, g y = g x := by
    intro x hxI
    have hall : ∀ᶠ y in 𝓝 x, ∀ k ∈ Z, k ≠ x → sgn (y - k) = sgn (x - k) := by
      refine (Filter.eventually_all_finset Z).2 fun k _ => ?_
      by_cases hk : k = x
      · exact Eventually.of_forall fun y h => absurd hk h
      · have ht : Tendsto (fun y : ℝ => y - k) (𝓝 x) (𝓝 (x - k)) := tendsto_id.sub_const k
        filter_upwards [sgn_eventually_eq ht (sub_ne_zero.2 (Ne.symm hk))] with y hy _
        exact hy
    by_cases hx : f x = 0
    · have hxZ : x ∈ Z := (hZ x).2 ⟨hxI, hx⟩
      have e : ∀ t, ∑ k ∈ Z, sgn (v k) * sgn (t - k) =
          sgn (v x) * sgn (t - x) + ∑ k ∈ Z.erase x, sgn (v k) * sgn (t - k) :=
        fun t => (Finset.add_sum_erase Z (fun k => sgn (v k) * sgn (t - k)) hxZ).symm
      have s0 : sgn 0 = 0 := by simp [sgn]
      filter_upwards [hall, sgn_near_crossing hx (hz x hx).1 (hz x hx).2] with y h1 h2
      have e2 : ∑ k ∈ Z.erase x, sgn (v k) * sgn (y - k) =
          ∑ k ∈ Z.erase x, sgn (v k) * sgn (x - k) :=
        Finset.sum_congr rfl fun k hk => by
          rw [h1 k (Finset.mem_of_mem_erase hk) (Finset.ne_of_mem_erase hk)]
      rw [hg y, hg x, e y, e x, e2, h2, hx, sub_self x, s0]
      ring
    · filter_upwards [hall, sgn_eventually_eq (hf.tendsto x) hx] with y h1 h2
      have e2 : ∑ k ∈ Z, sgn (v k) * sgn (y - k) = ∑ k ∈ Z, sgn (v k) * sgn (x - k) :=
        Finset.sum_congr rfl fun k hk => by
          rw [h1 k hk (fun h => hx (h ▸ ((hZ k).1 hk).2))]
      rw [hg y, hg x, e2, h2]
  have hc : ContinuousOn g (Icc a b) := fun x hx =>
    ContinuousAt.continuousWithinAt
      (tendsto_const_nhds.congr' ((hloc x hx).mono fun y hy => hy.symm))
  have key : g a = g b :=
    isPreconnected_Icc.constant hc (left_mem_Icc.2 hab) (right_mem_Icc.2 hab)
  rw [hg a, hg b] at key
  simp only [mul_sub, Finset.sum_sub_distrib]
  linarith

/-- One-dimensional fermion doubling: a continuous band of period `T > 0` with simple zeros has
finitely many zeros in any window `[a, a + T)`, and their chiralities sum to zero. -/
theorem fermion_doubling {f v : ℝ → ℝ} {T : ℝ} (hT : 0 < T) (hf : Continuous f)
    (hp : Function.Periodic f T) (hz : SimpleZeros f v) (a : ℝ) :
    ∃ Z : Finset ℝ, (∀ k, k ∈ Z ↔ k ∈ Ico a (a + T) ∧ f k = 0) ∧ ∑ k ∈ Z, sgn (v k) = 0 := by
  obtain ⟨W, hW⟩ : ∃ W : Finset ℝ, ∀ k, k ∈ W ↔ k ∈ Icc a (a + T) ∧ f k = 0 :=
    ⟨(finite_crossings hf hz a (a + T)).toFinset, fun k => Set.Finite.mem_toFinset _⟩
  have haT : a < a + T := by linarith
  refine ⟨W.filter (fun k => k < a + T), fun k => ?_, ?_⟩
  · rw [Finset.mem_filter, hW k]
    exact ⟨fun h => ⟨⟨h.1.1.1, h.2⟩, h.1.2⟩, fun h => ⟨⟨⟨h.1.1, h.1.2.le⟩, h.2⟩, h.1.2⟩⟩
  have sp : ∀ t : ℝ, 0 < t → sgn t = 1 := fun t h => by simp [sgn, sign_pos h]
  have sn : ∀ t : ℝ, t < 0 → sgn t = -1 := fun t h => by simp [sgn, sign_neg h]
  have s0 : sgn 0 = 0 := by simp [sgn]
  -- interior zeros count twice, zeros at the two ends once each
  have term : ∀ k ∈ W, sgn (v k) * (sgn (a + T - k) - sgn (a - k)) =
      2 * (if k < a + T then sgn (v k) else 0) + (if k = a + T then sgn (v k) else 0)
        - (if k = a then sgn (v k) else 0) := by
    intro k hk
    obtain ⟨⟨h1, h2⟩, -⟩ := (hW k).1 hk
    rcases h1.eq_or_lt with h | h
    · rw [if_pos (show k < a + T by linarith), if_neg (show ¬ k = a + T by intro e; linarith),
        if_pos h.symm, sp (a + T - k) (by linarith), show a - k = 0 by linarith, s0]
      ring
    · rcases h2.eq_or_lt with h' | h'
      · rw [if_neg (show ¬ k < a + T by linarith), if_pos h', if_neg h.ne',
          sn (a - k) (by linarith), show a + T - k = 0 by linarith, s0]
        ring
      · rw [if_pos h', if_neg h'.ne, if_neg h.ne', sp (a + T - k) (by linarith),
          sn (a - k) (by linarith)]
        ring
  have key := index_formula hf hz haT.le W hW
  rw [hp a, Finset.sum_congr rfl term] at key
  simp only [Finset.sum_sub_distrib, Finset.sum_add_distrib, ← Finset.mul_sum,
    Finset.sum_ite_eq'] at key
  rw [Finset.sum_filter]
  by_cases h0 : f a = 0
  · have h0' : f (a + T) = 0 := (hp a).trans h0
    -- periodicity equates the velocities at the two ends
    have h3 : HasDerivAt (fun y => f (y + T)) (v (a + T)) a :=
      HasDerivAt.comp_add_const a T (hz _ h0').1
    rw [show (fun y => f (y + T)) = f from funext hp] at h3
    have hv : v (a + T) = v a := h3.unique (hz a h0).1
    rw [if_pos ((hW _).2 ⟨right_mem_Icc.2 haT.le, h0'⟩),
      if_pos ((hW _).2 ⟨left_mem_Icc.2 haT.le, h0⟩), hv] at key
    linarith
  · rw [if_neg (fun h : a + T ∈ W => h0 ((hp a).symm.trans ((hW _).1 h).2)),
      if_neg (fun h : a ∈ W => h0 ((hW _).1 h).2)] at key
    linarith

/-- A continuously differentiable `2π`-periodic band whose derivative is nonzero at its zeros
has finitely many zeros in `[0, 2π)`, and the signs of the derivative there sum to zero. -/
theorem fermion_doubling_two_pi {f : ℝ → ℝ} (hf : ContDiff ℝ 1 f)
    (hp : Function.Periodic f (2 * π)) (hz : ∀ k, f k = 0 → deriv f k ≠ 0) :
    ∃ Z : Finset ℝ, (∀ k, k ∈ Z ↔ k ∈ Ico 0 (2 * π) ∧ f k = 0) ∧
      ∑ k ∈ Z, sgn (deriv f k) = 0 := by
  have hd : Differentiable ℝ f := hf.differentiable (by norm_num)
  have h := fermion_doubling (v := deriv f) Real.two_pi_pos hf.continuous hp
    (fun k hk => ⟨(hd k).hasDerivAt, hz k hk⟩) 0
  rwa [zero_add] at h

/-- For a continuous band of period `T > 0` with simple zeros, among the finitely many zeros in `[a,
a + T)` those with positive velocity are as many as those with negative velocity. -/
theorem right_movers_eq_left_movers {f v : ℝ → ℝ} {T : ℝ} (hT : 0 < T) (hf : Continuous f)
    (hp : Function.Periodic f T) (hz : SimpleZeros f v) (a : ℝ) :
    ∃ Z : Finset ℝ, (∀ k, k ∈ Z ↔ k ∈ Ico a (a + T) ∧ f k = 0) ∧
      (Z.filter fun k => 0 < v k).card = (Z.filter fun k => v k < 0).card := by
  obtain ⟨Z, hZ, hs⟩ := fermion_doubling hT hf hp hz a
  refine ⟨Z, hZ, ?_⟩
  have e : ∀ k ∈ Z, sgn (v k) = (if 0 < v k then 1 else 0) - (if v k < 0 then 1 else 0) := by
    intro k _
    rcases lt_trichotomy (v k) 0 with h | h | h
    · simp [sgn, sign_neg h, h, lt_asymm h]
    · simp [sgn, h]
    · simp [sgn, sign_pos h, h, lt_asymm h]
  rw [Finset.sum_congr rfl e] at hs
  simp only [Finset.sum_sub_distrib, Finset.sum_boole] at hs
  exact_mod_cast sub_eq_zero.1 hs

/-- For a continuous band of period `T > 0` with simple zeros, every zero `k₀` has a partner zero in
`[k₀, k₀ + T)` with velocity of opposite sign. -/
theorem exists_doubler {f v : ℝ → ℝ} {T : ℝ} (hT : 0 < T) (hf : Continuous f)
    (hp : Function.Periodic f T) (hz : SimpleZeros f v) {k₀ : ℝ} (h0 : f k₀ = 0) :
    ∃ k ∈ Ico k₀ (k₀ + T), f k = 0 ∧ v k * v k₀ < 0 := by
  obtain ⟨Z, hZ, hc⟩ := right_movers_eq_left_movers hT hf hp hz k₀
  have hm : k₀ ∈ Z := (hZ k₀).2 ⟨⟨le_rfl, by linarith⟩, h0⟩
  rcases lt_or_gt_of_ne (hz k₀ h0).2 with h | h
  · have hpos : 0 < (Z.filter fun k => v k < 0).card :=
      Finset.card_pos.2 ⟨k₀, Finset.mem_filter.2 ⟨hm, h⟩⟩
    obtain ⟨k, hk⟩ := Finset.card_pos.1 (hpos.trans_eq hc.symm)
    obtain ⟨hkZ, hv⟩ := Finset.mem_filter.1 hk
    exact ⟨k, ((hZ k).1 hkZ).1, ((hZ k).1 hkZ).2, mul_neg_of_pos_of_neg hv h⟩
  · have hpos : 0 < (Z.filter fun k => 0 < v k).card :=
      Finset.card_pos.2 ⟨k₀, Finset.mem_filter.2 ⟨hm, h⟩⟩
    obtain ⟨k, hk⟩ := Finset.card_pos.1 (hpos.trans_eq hc)
    obtain ⟨hkZ, hv⟩ := Finset.mem_filter.1 hk
    exact ⟨k, ((hZ k).1 hkZ).1, ((hZ k).1 hkZ).2, mul_neg_of_neg_of_pos hv h⟩

/-- The band `sin k` with velocity `cos k` is continuous, `2π`-periodic, has simple zeros, and
vanishes at `0` with chirality `+1` and at `π` with chirality `-1`. -/
theorem sine_band_witness :
    Continuous Real.sin ∧ Function.Periodic Real.sin (2 * π) ∧ SimpleZeros Real.sin Real.cos ∧
      (Real.sin 0 = 0 ∧ sgn (Real.cos 0) = 1) ∧ (Real.sin π = 0 ∧ sgn (Real.cos π) = -1) := by
  refine ⟨Real.continuous_sin, Real.sin_periodic, fun k hk => ⟨Real.hasDerivAt_sin k, ?_⟩,
    ⟨Real.sin_zero, by simp [sgn]⟩, Real.sin_pi, ?_⟩
  · intro h
    have e := Real.sin_sq_add_cos_sq k
    rw [hk, h] at e
    norm_num at e
  · unfold sgn
    rw [Real.cos_pi, sign_neg (show (-1 : ℝ) < 0 by norm_num)]
    simp

end

end FermionDoubling
```

```lean
#print axioms FermionDoubling.fermion_doubling
-- 'FermionDoubling.fermion_doubling' depends on axioms: [propext, Classical.choice, Quot.sound]
#print axioms FermionDoubling.fermion_doubling_two_pi
-- 'FermionDoubling.fermion_doubling_two_pi' depends on axioms: [propext, Classical.choice, Quot.sound]
#print axioms FermionDoubling.exists_doubler
-- 'FermionDoubling.exists_doubler' depends on axioms: [propext, Classical.choice, Quot.sound]
```

## What the theorems state

The band is `f : ℝ → ℝ`, so the Brillouin zone enters through `Function.Periodic f T` and the half-open window `Ico a (a + T)`, which counts a zone-edge zero once. `SimpleZeros f v` requires `HasDerivAt f (v k) k ∧ v k ≠ 0` at every zero; elsewhere `v` is arbitrary and `f` need only be continuous. Periodicity of `v` is not assumed. `fermion_doubling` provides a `Finset ℝ` containing exactly the zeros in the window, with integer sum `∑ k ∈ Z, sgn (v k) = 0`. The set may be empty, as for a band that never reaches the Fermi level.

`fermion_doubling_two_pi` specialises to `ContDiff ℝ 1 f`, $T=2\pi$, $a=0$ and `deriv f`. `right_movers_eq_left_movers` equates the numbers of zeros with positive and negative velocity. `exists_doubler` gives each zero $k_0$ a partner $k\in[k_0,k_0+T)$ with $v(k)\,v(k_0)<0$. `sine_band_witness` checks that $\sin$ and $\cos$ meet the assumptions, with chirality $+1$ at $0$ and $-1$ at $\pi$.

## How the lemmas follow the five steps

`sgn_eventually_eq` is step 1, split on the sign of $c$. `sgn_near_crossing` is step 2, with `slope f x y` as $s(y)$. In `finite_crossings`, `hiso` gives the neighbourhoods of step 3 and `IsCompact.induction_on` replaces the finite cover. In `index_formula`, whose `Z` is the $W$ above, `hall` freezes the terms with $k\neq x$, `hloc` treats the two cases, and `isPreconnected_Icc.constant` yields $g(a)=g(b)$. In `fermion_doubling`, `term` tabulates the weights, writing them as twice the indicator of $k<a+T$, plus that of $k=a+T$, minus that of $k=a$; `hv` equates the end velocities so that these two corrections cancel. For the corollaries, the chirality is written as a difference of two indicators, and a nonempty count of one sign forces a nonempty count of the other.

## Limits for a numerical band

The statements concern exact real functions. They give no bound on the number or spacing of zeros, so they do not say which grid resolves them, and a missed pair of opposite chirality leaves the computed sum at zero. Partners have opposite velocity signs, but their speeds need not be equal. Continuity, periodicity and simple zeros are assumed of $f$, not derived from a Hamiltonian. This is the scalar one-dimensional case of fermion doubling: the Nielsen–Ninomiya statement about Weyl nodes of matrix Hamiltonians in three dimensions uses a different chirality and is not addressed.

The examples that close the note are illustrations and not theorems of the file. A tangency such as $1-\cos k$ at $0$ has zero velocity and is excluded. So is the kink of $|\sin k|$, the sorted upper eigenvalue of the two-band matrix $\operatorname{diag}(\sin k,-\sin k)$, where the rule applies to $\sin k$ itself. The sawtooth $f(k)=k$ on $(-\pi,\pi]$, repeated periodically, has one zero per period and a jump at the zone edge.
